# Wavefunction response never raises the energy curvature of a nondegenerate ground state

Let $H(t)$ be a finite Hermitian matrix depending on one real parameter, with a differentiable unit eigenvector $\psi(t)$ and energy $E(t)$ near $t=0$. Write $H_1=H'$, $\psi_1=\psi'$ and $H_2=H''(0)$. If $H(0)$ has an orthonormal eigenbasis $\varphi_k$ with energies $\varepsilon_k$, and $\varphi_g=\psi(0)$ is its nondegenerate lowest state, then

$$E''(0)=\langle\varphi_g,H_2\varphi_g\rangle-2\sum_{k\ne g}\frac{|\langle\varphi_k,H_1(0)\varphi_g\rangle|^2}{\varepsilon_k-\varepsilon_g},$$

and the second term, the response term, is never positive. If $t$ is a nuclear displacement and $H$ an electronic Hamiltonian, with the nuclear repulsion included, in a finite, fixed orthonormal basis of many-electron states, $E''(0)$ is the force constant along that displacement within this basis, and the frozen-wavefunction value $\langle\varphi_g,H_2\varphi_g\rangle$ is an upper bound to it.

```lean
import Mathlib

open Matrix Filter Topology

namespace ForceConstantResponse

noncomputable section

variable {n : Type*} [Fintype n] [DecidableEq n]
```

## The path and the reference spectrum

In Lean, `star u ⬝ᵥ v` is $\langle u,v\rangle$, antilinear in $u$, and `A *ᵥ v` is $Av$. The index type `n` labels both basis states and eigenstates. Derivatives are taken entry by entry, so $H_1$ and $H_2$ represent the derivatives of the Hamiltonian operator when the basis is fixed, but not in general when it moves with the atoms.

`EigenBranch` collects the conditions along the path; `∀ᶠ t in 𝓝 0` means "for all $t$ in some neighbourhood of 0". The differentiable eigenvector is assumed, not derived from the smoothness of $H$. Its phase may vary with $t$.

```lean
/-- A differentiable path of Hermitian Hamiltonians `H` near `0` with derivative `H₁`, and along it
a differentiable unit eigenvector `ψ` with derivative `ψ₁` and real energy `E`. -/
structure EigenBranch (H H₁ : ℝ → Matrix n n ℂ) (ψ ψ₁ : ℝ → n → ℂ) (E : ℝ → ℝ) : Prop where
  hermitian : ∀ᶠ t in 𝓝 (0 : ℝ), (H t).IsHermitian
  deriv_H : ∀ᶠ t in 𝓝 (0 : ℝ), ∀ i j, HasDerivAt (fun s => H s i j) (H₁ t i j) t
  deriv_ψ : ∀ᶠ t in 𝓝 (0 : ℝ), ∀ i, HasDerivAt (fun s => ψ s i) (ψ₁ t i) t
  normalized : ∀ᶠ t in 𝓝 (0 : ℝ), star (ψ t) ⬝ᵥ ψ t = 1
  eigen : ∀ᶠ t in 𝓝 (0 : ℝ), H t *ᵥ ψ t = (E t : ℂ) • ψ t
```

At $t=0$ we need $\langle\varphi_k,\varphi_l\rangle=\delta_{kl}$ and $H(0)\varphi_k=\varepsilon_k\varphi_k$.

```lean
/-- The states `φ k` are an orthonormal eigenbasis of `A` with energies `ε k`. -/
structure IsEigenbasis (A : Matrix n n ℂ) (φ : n → n → ℂ) (ε : n → ℝ) : Prop where
  orthonormal : ∀ k l, star (φ k) ⬝ᵥ φ l = if k = l then 1 else 0
  eigen : ∀ k, A *ᵥ φ k = (ε k : ℂ) • φ k
```

The response term is a real number defined from the couplings and the gaps.

```lean
/-- The response term of the force constant: minus twice the sum over the states `k ≠ g` of the
squared coupling to `g` through `A`, divided by the energy gap. -/
def relaxation (A : Matrix n n ℂ) (φ : n → n → ℂ) (ε : n → ℝ) (g : n) : ℝ :=
  -2 * ∑ k ∈ Finset.univ.erase g, ‖star (φ k) ⬝ᵥ A *ᵥ φ g‖ ^ 2 / (ε k - ε g)
```

## Product rules and inner products

The derivation uses $\langle u,v\rangle'=\langle u',v\rangle+\langle u,v'\rangle$ and $(Av)'=A'v+Av'$, and takes real parts under the derivative.

```lean
omit [DecidableEq n] in
private lemma deriv_dot {u v : ℝ → n → ℂ} {u' v' : n → ℂ} {t : ℝ}
    (hu : ∀ i, HasDerivAt (fun s => u s i) (u' i) t)
    (hv : ∀ i, HasDerivAt (fun s => v s i) (v' i) t) :
    HasDerivAt (fun s => star (u s) ⬝ᵥ v s) (star u' ⬝ᵥ v t + star (u t) ⬝ᵥ v') t := by
  have h := HasDerivAt.fun_sum (u := Finset.univ) (fun i _ => (hu i).star.fun_mul (hv i))
  refine h.congr_deriv ?_
  simp [dotProduct, Finset.sum_add_distrib]

omit [DecidableEq n] in
private lemma deriv_mulVec {A : ℝ → Matrix n n ℂ} {A' : Matrix n n ℂ} {v : ℝ → n → ℂ}
    {v' : n → ℂ} {t : ℝ} (hA : ∀ i j, HasDerivAt (fun s => A s i j) (A' i j) t)
    (hv : ∀ i, HasDerivAt (fun s => v s i) (v' i) t) (i : n) :
    HasDerivAt (fun s => (A s *ᵥ v s) i) ((A' *ᵥ v t + A t *ᵥ v') i) t := by
  have h := HasDerivAt.fun_sum (u := Finset.univ) (fun j _ => (hA i j).fun_mul (hv j))
  refine h.congr_deriv ?_
  simp [Matrix.mulVec, dotProduct, Finset.sum_add_distrib]

private lemma deriv_re {f : ℝ → ℂ} {f' : ℂ} {t : ℝ} (h : HasDerivAt f f' t) :
    HasDerivAt (fun s => (f s).re) f'.re t := by
  have h' := (Complex.reCLM.hasFDerivAt (x := f t)).comp_hasDerivAt t h
  exact h'
```

It also uses $\langle u,Av\rangle=\langle Au,v\rangle$ for Hermitian $A$, $\langle u,v\rangle^*=\langle v,u\rangle$, and the fact that real factors pass through conjugation.

```lean
omit [DecidableEq n] in
private lemma herm_dot {A : Matrix n n ℂ} (h : A.IsHermitian) (u v : n → ℂ) :
    star u ⬝ᵥ A *ᵥ v = star (A *ᵥ u) ⬝ᵥ v := by
  rw [Matrix.star_mulVec, h.eq, Matrix.dotProduct_mulVec]

omit [DecidableEq n] in
private lemma star_dot (u v : n → ℂ) : star (star u ⬝ᵥ v) = star v ⬝ᵥ u := by
  simp only [dotProduct, star_sum, Pi.star_apply, star_mul', star_star]
  exact Finset.sum_congr rfl fun i _ => mul_comm _ _

omit [Fintype n] [DecidableEq n] in
private lemma star_real_smul (e : ℝ) (v : n → ℂ) : star ((e : ℂ) • v) = (e : ℂ) • star v := by
  ext i; simp
```

Completeness reads $\langle u,v\rangle=\sum_k\langle\varphi_k,u\rangle^*\langle\varphi_k,v\rangle$. Let $U$ have the rows $\varphi_k^*$. Orthonormality gives $UU^\dagger=1$; since $U$ is square, $U^\dagger U=1$, and hence $\langle u,v\rangle=\langle Uu,Uv\rangle$.

```lean
/-- Completeness: an overlap is the sum over an eigenbasis of products of amplitudes. -/
theorem IsEigenbasis.completeness {A : Matrix n n ℂ} {φ : n → n → ℂ} {ε : n → ℝ}
    (B : IsEigenbasis A φ ε) (u v : n → ℂ) :
    star u ⬝ᵥ v = ∑ k, star (star (φ k) ⬝ᵥ u) * (star (φ k) ⬝ᵥ v) := by
  let U : Matrix n n ℂ := Matrix.of fun k i => star (φ k i)
  have h1 : U * Uᴴ = 1 := by
    ext k l
    rw [Matrix.one_apply, ← B.orthonormal k l]
    simp [U, Matrix.mul_apply, dotProduct]
  have h2 : Uᴴ * U = 1 := mul_eq_one_comm.mp h1
  have h3 : star u ⬝ᵥ v = star (U *ᵥ u) ⬝ᵥ (U *ᵥ v) := by
    rw [Matrix.star_mulVec, ← Matrix.dotProduct_mulVec, Matrix.mulVec_mulVec, h2,
      Matrix.one_mulVec]
  exact h3
```

## The slope of the energy

Differentiating $\langle\psi,\psi\rangle=1$ gives $\langle\psi_1,\psi\rangle+\langle\psi,\psi_1\rangle=0$, so $\langle\psi,\psi_1\rangle$ is imaginary.

```lean
variable {H H₁ : ℝ → Matrix n n ℂ} {ψ ψ₁ : ℝ → n → ℂ} {E : ℝ → ℝ}

omit [DecidableEq n] in
private lemma norm_deriv (b : EigenBranch H H₁ ψ ψ₁ E) :
    ∀ᶠ t in 𝓝 (0 : ℝ), star (ψ₁ t) ⬝ᵥ ψ t + star (ψ t) ⬝ᵥ ψ₁ t = 0 := by
  filter_upwards [b.deriv_ψ, b.normalized.eventually_nhds] with t hψ hn
  exact (deriv_dot hψ hψ).unique ((hasDerivAt_const t (1 : ℂ)).congr_of_eventuallyEq hn)
```

Differentiating $H_{ij}=H_{ji}^*$ shows that $H_1(0)$ is Hermitian.

```lean
omit [DecidableEq n] in
private lemma herm_deriv (b : EigenBranch H H₁ ψ ψ₁ E) : (H₁ 0).IsHermitian := by
  ext i j
  have hH := b.deriv_H.self_of_nhds
  refine ((hH j i).star.congr_of_eventuallyEq ?_).unique (hH i j)
  filter_upwards [b.hermitian] with s hs
  exact (hs.apply i j).symm
```

Now differentiate $E=\langle\psi,H\psi\rangle$:

$$E'=\langle\psi,H_1\psi\rangle+E\,(\langle\psi_1,\psi\rangle+\langle\psi,\psi_1\rangle)=\langle\psi,H_1\psi\rangle.$$

A second derivative requires this slope throughout a neighbourhood of 0, and the device that supplies it is `eventually_nhds`. It turns "$p$ holds near 0" into "for every $t$ near 0, $p$ holds near $t$", which is true because every neighbourhood of 0 contains an open one. The normalization and the eigenvalue equation can therefore be differentiated at each such $t$, not only at 0.

```lean
omit [DecidableEq n] in
/-- Hellmann-Feynman theorem: near `0` the slope of the energy is the expectation value of the
derivative of the Hamiltonian. -/
theorem hellmann_feynman (b : EigenBranch H H₁ ψ ψ₁ E) :
    ∀ᶠ t in 𝓝 (0 : ℝ), HasDerivAt E (star (ψ t) ⬝ᵥ H₁ t *ᵥ ψ t).re t := by
  filter_upwards [b.hermitian, b.deriv_H, b.deriv_ψ, b.normalized.eventually_nhds,
    b.eigen.eventually_nhds, norm_deriv b] with t hh hH hψ hn he h1
  have h2 := deriv_re (deriv_dot hψ (deriv_mulVec hH hψ))
  have h3 : E =ᶠ[𝓝 t] fun s => (star (ψ s) ⬝ᵥ H s *ᵥ ψ s).re := by
    filter_upwards [hn, he] with s hs hs'
    rw [hs', dotProduct_smul, hs]
    simp
  refine (h2.congr_of_eventuallyEq h3).congr_deriv (congrArg Complex.re ?_)
  -- the two wavefunction terms cancel by normalization
  rw [dotProduct_add, herm_dot hh (ψ t) (ψ₁ t), he.self_of_nhds, star_real_smul,
    smul_dotProduct, dotProduct_smul]
  simp only [smul_eq_mul]
  linear_combination (E t : ℂ) * h1
```

## First-order response and curvature

At $t=0$, the derivative of $H\psi=E\psi$ is $H_1\psi+H\psi_1=E'\psi+E\psi_1$. Project on an eigenvector $\varphi$ of energy $e$ with $\langle\varphi,\psi\rangle=0$. The $E'$ term vanishes and $\langle\varphi,H\psi_1\rangle=e\langle\varphi,\psi_1\rangle$, so

$$\langle\varphi,H_1\psi\rangle=(E-e)\langle\varphi,\psi_1\rangle.$$

In the code, `unique` equates the derivatives of the two sides, and `linear_combination` rearranges the projection.

```lean
omit [DecidableEq n] in
/-- First-order response: the coupling of `ψ 0` to an orthogonal eigenvector `φ` of energy `e` is
the energy difference times the amplitude of `φ` in the derivative of `ψ`. -/
theorem first_order_response (b : EigenBranch H H₁ ψ ψ₁ E) {φ : n → ℂ} {e : ℝ}
    (hφ : H 0 *ᵥ φ = (e : ℂ) • φ) (ho : star φ ⬝ᵥ ψ 0 = 0) :
    star φ ⬝ᵥ H₁ 0 *ᵥ ψ 0 = ((E 0 - e : ℝ) : ℂ) * (star φ ⬝ᵥ ψ₁ 0) := by
  have hE := (hellmann_feynman b).self_of_nhds.ofReal_comp
  have hψ := b.deriv_ψ.self_of_nhds
  -- differentiate the eigenvalue equation
  have h : H₁ 0 *ᵥ ψ 0 + H 0 *ᵥ ψ₁ 0 =
      (((star (ψ 0) ⬝ᵥ H₁ 0 *ᵥ ψ 0).re : ℝ) : ℂ) • ψ 0 + (E 0 : ℂ) • ψ₁ 0 := by
    ext i
    refine (deriv_mulVec b.deriv_H.self_of_nhds hψ i).unique
      ((hE.fun_mul (hψ i)).congr_of_eventuallyEq ?_)
    filter_upwards [b.eigen] with s hs
    exact congrFun hs i
  have h' := congrArg (fun v => star φ ⬝ᵥ v) h
  simp only [dotProduct_add, dotProduct_smul, ho, herm_dot b.hermitian.self_of_nhds φ (ψ₁ 0),
    hφ, star_real_smul, smul_dotProduct, smul_eq_mul] at h'
  push_cast
  linear_combination h'
```

Differentiating the slope at 0 gives

$$E''=\langle\psi_1,H_1\psi\rangle+\langle\psi,H_2\psi\rangle+\langle\psi,H_1\psi_1\rangle=\langle\psi,H_2\psi\rangle+2\,\mathrm{Re}\langle\psi_1,H_1\psi\rangle,$$

because the first and last terms are complex conjugates.

```lean
omit [DecidableEq n] in
/-- The curvature of the energy is the expectation value of the second derivative of the
Hamiltonian plus a term linear in the derivative of the wavefunction. -/
theorem curvature_from_response (b : EigenBranch H H₁ ψ ψ₁ E) {H₂ : Matrix n n ℂ}
    (h₂ : ∀ i j, HasDerivAt (fun s => H₁ s i j) (H₂ i j) 0) :
    HasDerivAt (deriv E) ((star (ψ 0) ⬝ᵥ H₂ *ᵥ ψ 0).re
      + 2 * (star (ψ₁ 0) ⬝ᵥ H₁ 0 *ᵥ ψ 0).re) 0 := by
  have hψ := b.deriv_ψ.self_of_nhds
  have h := deriv_re (deriv_dot hψ (deriv_mulVec h₂ hψ))
  have hE : deriv E =ᶠ[𝓝 0] fun s => (star (ψ s) ⬝ᵥ H₁ s *ᵥ ψ s).re := by
    filter_upwards [hellmann_feynman b] with s hs
    exact hs.deriv
  refine (h.congr_of_eventuallyEq hE).congr_deriv ?_
  rw [dotProduct_add, herm_dot (herm_deriv b) (ψ 0) (ψ₁ 0), ← star_dot (ψ₁ 0)]
  simp only [Complex.add_re, Complex.star_def, Complex.conj_re]
  ring
```

## The sign of the response term

For a nondegenerate lowest state every gap $\varepsilon_k-\varepsilon_g$ is positive, so the sum is nonnegative and its prefactor $-2$ makes the term nonpositive.

```lean
/-- The response term of a nondegenerate lowest state is never positive. -/
theorem relaxation_nonpos (A : Matrix n n ℂ) (φ : n → n → ℂ) {ε : n → ℝ} {g : n}
    (hlow : ∀ k, k ≠ g → ε g < ε k) : relaxation A φ ε g ≤ 0 := by
  have h : 0 ≤ ∑ k ∈ Finset.univ.erase g, ‖star (φ k) ⬝ᵥ A *ᵥ φ g‖ ^ 2 / (ε k - ε g) :=
    Finset.sum_nonneg fun k hk =>
      div_nonneg (sq_nonneg _) (sub_pos.mpr (hlow k (Finset.ne_of_mem_erase hk))).le
  unfold relaxation
  linarith
```

A sum of nonnegative terms is zero only if each term is. The frozen-wavefunction value is thus exact precisely when $H_1(0)$ couples $\varphi_g$ to no other eigenstate in the basis.

```lean
/-- The response term of a nondegenerate lowest state vanishes exactly when `A` couples it to no
other state of the basis. -/
theorem relaxation_eq_zero_iff (A : Matrix n n ℂ) (φ : n → n → ℂ) {ε : n → ℝ} {g : n}
    (hlow : ∀ k, k ≠ g → ε g < ε k) :
    relaxation A φ ε g = 0 ↔ ∀ k, k ≠ g → star (φ k) ⬝ᵥ A *ᵥ φ g = 0 := by
  have hp : ∀ k ∈ Finset.univ.erase g, 0 < ε k - ε g := fun k hk =>
    sub_pos.mpr (hlow k (Finset.ne_of_mem_erase hk))
  unfold relaxation
  rw [mul_eq_zero, or_iff_right (by norm_num : (-2 : ℝ) ≠ 0),
    Finset.sum_eq_zero_iff_of_nonneg fun k hk => div_nonneg (sq_nonneg _) (hp k hk).le]
  constructor
  · intro h k hk
    have hm : k ∈ Finset.univ.erase g := Finset.mem_erase.mpr ⟨hk, Finset.mem_univ k⟩
    rcases div_eq_zero_iff.mp (h k hm) with h0 | h0
    · exact norm_eq_zero.mp (pow_eq_zero_iff (two_ne_zero) |>.mp h0)
    · exact absurd h0 (hp k hm).ne'
  · intro h k hk
    rw [h k (Finset.ne_of_mem_erase hk)]
    simp
```

## The sum over states

Completeness gives, at $t=0$,

$$\mathrm{Re}\langle\psi_1,H_1\psi\rangle=\sum_k\mathrm{Re}\big(\langle\varphi_k,\psi_1\rangle^*\langle\varphi_k,H_1\psi\rangle\big).$$

For $k=g$ the first factor is imaginary and the second real, so the term vanishes (`h0`). For $k\ne g$, $E(0)=\varepsilon_g$ and the first-order response give $\langle\varphi_k,\psi_1\rangle=-\langle\varphi_k,H_1\psi\rangle/(\varepsilon_k-\varepsilon_g)$. The term is therefore $-|\langle\varphi_k,H_1\psi\rangle|^2/(\varepsilon_k-\varepsilon_g)$ (`hk`). Doubling the sum yields the response term.

The theorem says that `deriv E` has the stated derivative at 0. It asks that $H_1$ be differentiable at 0 (`h₂`), which is slightly less than $C^2$; `hg` identifies $\varphi_g$ with $\psi(0)$, and `hlow` makes it lowest and nondegenerate.

```lean
/-- Force constant of a nondegenerate lowest state: the second derivative of the energy is the
expectation value of the second derivative of the Hamiltonian plus the response term, and the
response term is never positive. -/
theorem force_constant (b : EigenBranch H H₁ ψ ψ₁ E) {H₂ : Matrix n n ℂ}
    (h₂ : ∀ i j, HasDerivAt (fun s => H₁ s i j) (H₂ i j) 0)
    {φ : n → n → ℂ} {ε : n → ℝ} {g : n} (B : IsEigenbasis (H 0) φ ε) (hg : φ g = ψ 0)
    (hlow : ∀ k, k ≠ g → ε g < ε k) :
    HasDerivAt (deriv E) ((star (φ g) ⬝ᵥ H₂ *ᵥ φ g).re + relaxation (H₁ 0) φ ε g) 0 ∧
      relaxation (H₁ 0) φ ε g ≤ 0 := by
  refine ⟨(curvature_from_response b h₂).congr_deriv ?_, relaxation_nonpos _ _ hlow⟩
  have hE : E 0 = ε g := by
    have h := congrArg (fun v => star (ψ 0) ⬝ᵥ v) (b.eigen.self_of_nhds.symm.trans (hg ▸ B.eigen g))
    simp only [dotProduct_smul, b.normalized.self_of_nhds, smul_eq_mul, mul_one] at h
    exact_mod_cast h
  -- the component along the state itself drops out
  have h0 : (star (star (φ g) ⬝ᵥ ψ₁ 0) * (star (φ g) ⬝ᵥ H₁ 0 *ᵥ ψ 0)).re = 0 := by
    rw [hg]
    have hc := (norm_deriv b).self_of_nhds
    rw [← star_dot (ψ 0) (ψ₁ 0)] at hc
    have hr := star_dot (ψ 0) (H₁ 0 *ᵥ ψ 0)
    rw [← herm_dot (herm_deriv b)] at hr
    have hc' := congrArg Complex.re hc
    have hr' := congrArg Complex.im hr
    simp only [Complex.add_re, Complex.star_def, Complex.conj_re, Complex.zero_re] at hc'
    simp only [Complex.star_def, Complex.conj_im] at hr'
    have h1 : (star (ψ 0) ⬝ᵥ ψ₁ 0).re = 0 := by linarith
    have h2 : (star (ψ 0) ⬝ᵥ H₁ 0 *ᵥ ψ 0).im = 0 := by linarith
    simp only [Complex.mul_re, Complex.star_def, Complex.conj_re, h1, h2]
    ring
  -- every other component is fixed by the first-order response
  have hk : ∀ k ∈ Finset.univ.erase g,
      (star (star (φ k) ⬝ᵥ ψ₁ 0) * (star (φ k) ⬝ᵥ H₁ 0 *ᵥ ψ 0)).re
        = -(‖star (φ k) ⬝ᵥ H₁ 0 *ᵥ ψ 0‖ ^ 2 / (ε k - ε g)) := by
    intro k hk
    have hne := Finset.ne_of_mem_erase hk
    have hgap : ε k - ε g ≠ 0 := (sub_pos.mpr (hlow k hne)).ne'
    have ho : star (φ k) ⬝ᵥ ψ 0 = 0 := by rw [← hg, B.orthonormal, if_neg hne]
    rw [first_order_response b (B.eigen k) ho, hE, Complex.sq_norm, Complex.normSq_apply]
    simp only [Complex.mul_re, Complex.mul_im, Complex.star_def, Complex.conj_re,
      Complex.conj_im, Complex.ofReal_re, Complex.ofReal_im]
    field_simp
    ring
  rw [B.completeness (ψ₁ 0), Complex.re_sum, ← Finset.add_sum_erase _ _ (Finset.mem_univ g), h0,
    Finset.sum_congr rfl hk, Finset.sum_neg_distrib, relaxation, hg]
  ring
```

## A rotating two-level system

Take

$$H(t)=\begin{pmatrix}-\cos2t&-\sin2t\\-\sin2t&\cos2t\end{pmatrix},\qquad\psi(t)=\begin{pmatrix}\cos t\\\sin t\end{pmatrix},\qquad E=-1.$$

```lean
/-- A two-level Hamiltonian whose eigenvectors rotate with `t`. -/
def rotH (t : ℝ) : Matrix (Fin 2) (Fin 2) ℂ :=
  !![-(Real.cos (2 * t) : ℂ), -(Real.sin (2 * t) : ℂ);
    -(Real.sin (2 * t) : ℂ), (Real.cos (2 * t) : ℂ)]

/-- The entrywise derivative of the rotating two-level Hamiltonian. -/
def rotH₁ (t : ℝ) : Matrix (Fin 2) (Fin 2) ℂ :=
  !![2 * (Real.sin (2 * t) : ℂ), -(2 * (Real.cos (2 * t) : ℂ));
    -(2 * (Real.cos (2 * t) : ℂ)), -(2 * (Real.sin (2 * t) : ℂ))]
```

The theorem below checks the hypotheses of `force_constant` except `hg` and `hlow`. With $g$ the first index, these two hold because $\varphi_g=\psi(0)=(1,0)$ and $-1<1$. At $t=0$ the coupling is $-2$ and the gap is $2$, so the response term is $-2\cdot4/2=-4$. It cancels $\langle\varphi_g,H_2\varphi_g\rangle=4$, as a constant energy requires.

```lean
/-- The rotating two-level Hamiltonian has a differentiable unit eigenvector of constant energy
`-1`, the entrywise second derivative `diag(4, -4)` at `0`, and the standard basis as eigenbasis at
`0` with energies `-1` and `1`; the response term of the first basis state is `-4`. -/
theorem force_constant_witness :
    EigenBranch rotH rotH₁ (fun t => ![(Real.cos t : ℂ), (Real.sin t : ℂ)])
      (fun t => ![-(Real.sin t : ℂ), (Real.cos t : ℂ)]) (fun _ => -1) ∧
    (∀ i j, HasDerivAt (fun s => rotH₁ s i j) ((!![4, 0; 0, -4] : Matrix _ _ ℂ) i j) 0) ∧
    IsEigenbasis (rotH 0) ![![1, 0], ![0, 1]] ![-1, 1] ∧
    relaxation (rotH₁ 0) ![![1, 0], ![0, 1]] ![-1, 1] 0 = -4 := by
  have hd : ∀ t : ℝ, HasDerivAt (fun s : ℝ => 2 * s) 2 t := fun t =>
    ((hasDerivAt_id' t).const_mul 2).congr_deriv (by norm_num)
  have hc : ∀ t : ℝ, HasDerivAt (fun s : ℝ => (Real.cos (2 * s) : ℂ))
      (-(2 * (Real.sin (2 * t) : ℂ))) t := fun t =>
    (hd t).cos.ofReal_comp.congr_deriv (by push_cast; ring)
  have hs : ∀ t : ℝ, HasDerivAt (fun s : ℝ => (Real.sin (2 * s) : ℂ))
      (2 * (Real.cos (2 * t) : ℂ)) t := fun t =>
    (hd t).sin.ofReal_comp.congr_deriv (by push_cast; ring)
  refine ⟨⟨?_, ?_, ?_, ?_, ?_⟩, ?_, ⟨?_, ?_⟩, ?_⟩
  · refine Eventually.of_forall fun t => ?_
    ext i j
    fin_cases i <;> fin_cases j <;>
      simp [rotH, Matrix.conjTranspose_apply, -Complex.ofReal_cos, -Complex.ofReal_sin]
  · refine Eventually.of_forall fun t i j => ?_
    fin_cases i <;> fin_cases j
    · exact (hc t).fun_neg.congr_deriv (by simp [rotH₁])
    · exact (hs t).fun_neg
    · exact (hs t).fun_neg
    · exact hc t
  · refine Eventually.of_forall fun t i => ?_
    fin_cases i
    · exact (Real.hasDerivAt_cos t).ofReal_comp.congr_deriv (by simp)
    · exact (Real.hasDerivAt_sin t).ofReal_comp
  · refine Eventually.of_forall fun t => ?_
    have h : (Real.cos t : ℂ) * Real.cos t + (Real.sin t : ℂ) * Real.sin t = 1 := by
      exact_mod_cast (by nlinarith [Real.sin_sq_add_cos_sq t] :
        Real.cos t * Real.cos t + Real.sin t * Real.sin t = 1)
    simpa [dotProduct, Fin.sum_univ_two, -Complex.ofReal_cos, -Complex.ofReal_sin] using h
  · refine Eventually.of_forall fun t => ?_
    have h := Complex.sin_sq_add_cos_sq (t : ℂ)
    ext i
    fin_cases i
    · simp [rotH, Matrix.mulVec, dotProduct, Fin.sum_univ_two, Complex.cos_two_mul,
        Complex.sin_two_mul]
      linear_combination (-2 * Complex.cos t) * h
    · simp [rotH, Matrix.mulVec, dotProduct, Fin.sum_univ_two, Complex.cos_two_mul,
        Complex.sin_two_mul]
      ring
  · intro i j
    fin_cases i <;> fin_cases j
    · exact ((hs 0).const_mul (2 : ℂ)).congr_deriv (by norm_num)
    · exact ((hc 0).const_mul (2 : ℂ)).fun_neg.congr_deriv (by norm_num)
    · exact ((hc 0).const_mul (2 : ℂ)).fun_neg.congr_deriv (by norm_num)
    · exact ((hs 0).const_mul (2 : ℂ)).fun_neg.congr_deriv (by norm_num)
  · intro k l
    fin_cases k <;> fin_cases l <;> simp [dotProduct, Fin.sum_univ_two]
  · intro k
    ext i
    fin_cases k <;> fin_cases i <;> simp [rotH, Matrix.mulVec, dotProduct, Fin.sum_univ_two]
  · have he : (Finset.univ : Finset (Fin 2)).erase 0 = {1} := by decide
    rw [relaxation, he, Finset.sum_singleton]
    simp [rotH₁, Matrix.mulVec, dotProduct, Fin.sum_univ_two]
    norm_num

end

end ForceConstantResponse
```

```lean
#print axioms ForceConstantResponse.relaxation_eq_zero_iff
#print axioms ForceConstantResponse.force_constant
```

```
'ForceConstantResponse.relaxation_eq_zero_iff' depends on axioms: [propext, Classical.choice, Quot.sound]
'ForceConstantResponse.force_constant' depends on axioms: [propext, Classical.choice, Quot.sound]
```

The same matrix shows what fails without the lowest-state condition. Follow the upper state $(-\sin t,\cos t)$, with $E=1$. The gap in the denominator is now $-2$, and the response term becomes $+4$. It still cancels the expectation value of $H_2$, here $-4$, but its sign is reversed.
